# Fixed points of a uniformly contractive SCF map have the coupled-perturbed derivative wherever the map is jointly differentiable

Take a one-variable SCF map $F(t,x)=Jx+vt$ with $|J|<1$. Its fixed point is $p(t)=vt/(1-J)$, so the response is $p'=v/(1-J)$. For a nonlinear map I get the same formula by differentiating $p(t)=F(t,p(t))$, which gives $p'=v+Jp'$. But that presupposes that $p'$ exists, and all I know about $p(t)$ is that the SCF cycle stops there. Could the converged solution have a kink or a vertical tangent although $F$ is smooth?

## The residual of a linear guess controls the solution

Not if the SCF map contracts with one constant $K<1$ for all parameters and inputs. Guess the linear response and measure how badly it fails to be self-consistent.

Let the parameter $s$ lie in a real normed space and $x$ in a real Banach space. At $(s_0,p(s_0))$, let $F$ have the joint derivative $(d,x)\mapsto Vd+Jx$. Here $V$ is the bare response at fixed SCF input, and $J$ is the response of the output to the input.

1. For $f=F(s,\cdot)$ with fixed point $p$, the triangle inequality gives $\|x-p\|\le\|x-f(x)\|+\|f(x)-f(p)\|\le\|f(x)-x\|+K\|x-p\|$. Hence $(1-K)\|x-p\|\le\|f(x)-x\|$.
2. Dividing $\|F(s_0,x+\epsilon u)-F(s_0,x)\|\le K\epsilon\|u\|$ by $\epsilon>0$ at $x=p(s_0)$ and letting $\epsilon\to0$ gives $\|J\|\le K<1$. The Neumann series then inverts $1-J$.
3. Set $W=(1-J)^{-1}V$, so that $W=V+JW$.
4. Let $q(s_0+h)=p(s_0)+Wh$. Its residual is
$$F(s_0+h,q(s_0+h))-q(s_0+h)=(V+JW-W)h+o(\|h\|)=o(\|h\|).$$
By step 1, $\|p(s_0+h)-p(s_0)-Wh\|$ is at most this residual's norm divided by $1-K$, so it is also $o(\|h\|)$. Thus $p$ is differentiable at $s_0$, with derivative $W$.

**In numbers.** Let $F(t,x)=\tfrac12\sin x+t$, so $K=\tfrac12$ and $p(0)=0$. There $J=\tfrac12$ and $v=1$, hence $p'(0)=2$. At $t=0.1$ the linear guess is $0.2$, with residual $0.09933+0.1-0.2\approx-0.00067$. The true fixed point therefore lies within about $0.0013$ of $0.2$.

## Properties, and the borderline $K=1$

Let a property $g(x)$ have gradient $l$ at $p(t_0)$, and let $z=l+zJ$. With $w=p'(t_0)$ we have $w-Jw=v$, so $l(w)=z(w)-z(Jw)=z(v)$. By the chain rule this is the derivative of $g(p(t))$. Since $z$ does not depend on $v$, one adjoint solution serves every perturbation.

Your vertical tangent does occur for $F(t,x)=\sin x+t$, which is only 1-Lipschitz. The continuous function $x-\sin x-t$ is $\le0$ at $x=t-1$ and $\ge0$ at $x=t+1$, so a fixed point exists for every $t$. At $t=0$ it is $0$, and a derivative there would satisfy $p'=p'+1$. So $K<1$ cannot be weakened to $K\le1$, even when fixed points are given.

## What the Lean theorems assume

In `hasFDerivAt_fixedPoint`, `P` is the parameter space and `E` the space of SCF variables. The hypothesis `hF` says that one constant `K` works for all parameters and all inputs: in the chosen norm, every SCF step shrinks the distance between two inputs at least by the factor $K$. This is a strong, global condition, and it is assumed, not derived from a Hamiltonian. With integer aufbau occupations, for example, the output can jump at an input where the gap between occupied and empty orbitals closes. A map with such a jump anywhere in `E` violates `hF`, even if the converged solution has a gap. The fixed points are supplied by `hp`, with no continuity required. `V.coprod J` in `hd` is the joint derivative.

The conclusion includes `IsUnit (1 - J)`, so `Ring.inverse` is the true inverse. For real $t$, `toSpanSingleton ℝ v` is the map $h\mapsto hv$. In `zVector_formula`, `g` has no explicit dependence on $t$, and `z` is given.

For SCF models that meet this contraction condition and are jointly differentiable at the converged solution, the result justifies coupled-perturbed equations for properties such as polarizabilities.

```lean
import Mathlib

open scoped NNReal Topology

namespace CoupledPerturbedResponse

noncomputable section

variable {P E : Type*} [NormedAddCommGroup P] [NormedSpace ℝ P]
  [NormedAddCommGroup E] [NormedSpace ℝ E]

/-- The coupled-perturbed response `(1 - J)⁻¹ V` to a perturbation `V`, for a Jacobian `J` of the
SCF map such that `1 - J` is invertible. -/
def cpResponse (V : P →L[ℝ] E) (J : E →L[ℝ] E) : P →L[ℝ] E :=
  (Ring.inverse (1 - J)).comp V

omit [NormedSpace ℝ E] in
/-- For a `K`-Lipschitz SCF map `f` with fixed point `p`, the residual `f x - x` of a trial solution
`x` satisfies `(1 - K) ‖x - p‖ ≤ ‖f x - x‖`. For `K < 1` this bounds the error of `x`. -/
theorem residual_bound {K : ℝ≥0} {f : E → E} (hf : LipschitzWith K f) {p : E}
    (hp : f p = p) (x : E) : (1 - (K : ℝ)) * ‖x - p‖ ≤ ‖f x - x‖ := by
  have h1 := hf.norm_sub_le x p
  rw [hp] at h1
  have h2 : ‖x - p‖ ≤ ‖f x - p‖ + ‖f x - x‖ := by
    have h3 := norm_sub_le (f x - p) (f x - x)
    have h4 : (f x - p) - (f x - x) = x - p := by abel
    rwa [h4] at h3
  linarith

/-- If an SCF map on a Banach space is `K`-Lipschitz with `K < 1` and has Jacobian `J` at some
point, then `1 - J` is invertible. -/
theorem isUnit_one_sub_jacobian [CompleteSpace E] {K : ℝ≥0} (hK : K < 1) {f : E → E}
    (hf : LipschitzWith K f) {J : E →L[ℝ] E} {x : E} (hJ : HasFDerivAt f J x) :
    IsUnit (1 - J) :=
  isUnit_one_sub_of_norm_lt_one
    (lt_of_le_of_lt (hJ.le_of_lipschitz hf) (by exact_mod_cast hK))

/-- If `1 - J` is invertible, the coupled-perturbed equation `W = V + J W` has exactly one
solution, the response `(1 - J)⁻¹ V`. -/
theorem cp_equation_iff {V W : P →L[ℝ] E} {J : E →L[ℝ] E} (hJ : IsUnit (1 - J)) :
    W = V + J.comp W ↔ W = cpResponse V J := by
  have h1 := Ring.mul_inverse_cancel _ hJ
  have h2 := Ring.inverse_mul_cancel _ hJ
  constructor
  · intro hW
    ext d
    have h3 : W d = V d + J (W d) := DFunLike.congr_fun hW d
    have h4 : (1 - J) (W d) = V d := by
      change W d - J (W d) = V d
      exact sub_eq_of_eq_add h3
    have h5 : Ring.inverse (1 - J) ((1 - J) (W d)) = W d := DFunLike.congr_fun h2 (W d)
    rw [h4] at h5
    exact h5.symm
  · intro hW
    ext d
    have h3 : W d = Ring.inverse (1 - J) (V d) := DFunLike.congr_fun hW d
    have h4 : (1 - J) (Ring.inverse (1 - J) (V d)) = V d := DFunLike.congr_fun h1 (V d)
    rw [← h3] at h4
    change W d - J (W d) = V d at h4
    change W d = V d + J (W d)
    exact sub_eq_iff_eq_add.mp h4

/-- Let the SCF maps `F s` on a Banach space be `K`-Lipschitz with `K < 1` and have fixed points
`p s`, and let `F` be jointly differentiable at `(s₀, p s₀)` with partial derivatives `V` and `J`.
Then `1 - J` is invertible and `p` is differentiable at `s₀` with derivative `(1 - J)⁻¹ V`. -/
theorem hasFDerivAt_fixedPoint [CompleteSpace E] {K : ℝ≥0} (hK : K < 1) {F : P → E → E}
    (hF : ∀ s, LipschitzWith K (F s)) {p : P → E} (hp : ∀ s, F s (p s) = p s)
    {s₀ : P} {V : P →L[ℝ] E} {J : E →L[ℝ] E}
    (hd : HasFDerivAt (fun z : P × E => F z.1 z.2) (V.coprod J) (s₀, p s₀)) :
    IsUnit (1 - J) ∧ HasFDerivAt p (cpResponse V J) s₀ := by
  -- `J` is the Jacobian of the SCF map at fixed parameter
  have hJ : HasFDerivAt (F s₀) J (p s₀) := by
    have h : HasFDerivAt (F s₀) ((V.coprod J).comp (ContinuousLinearMap.inr ℝ P E)) (p s₀) :=
      HasFDerivAt.comp (g := fun z : P × E => F z.1 z.2) (f := fun x => (s₀, x)) (p s₀) hd
        (hasFDerivAt_prodMk_right s₀ (p s₀))
    have e : (V.coprod J).comp (ContinuousLinearMap.inr ℝ P E) = J := by
      ext x
      simp
    rwa [e] at h
  have hu := isUnit_one_sub_jacobian hK (hF s₀) hJ
  refine ⟨hu, ?_⟩
  have hW := (cp_equation_iff (V := V) hu).mpr rfl
  generalize cpResponse V J = W at hW ⊢
  -- the linear trial solution
  obtain ⟨q, hq⟩ : ∃ q : P → E, ∀ s, q s = W s + (p s₀ - W s₀) := ⟨_, fun _ => rfl⟩
  have hq0 : q s₀ = p s₀ := by rw [hq]; abel
  have hqd : HasFDerivAt q W s₀ := by
    rw [funext hq]
    exact W.hasFDerivAt.add_const _
  have hd' : HasFDerivAt (fun z : P × E => F z.1 z.2) (V.coprod J) (s₀, q s₀) := by
    rw [hq0]; exact hd
  have hc : HasFDerivAt (fun s => F s (q s))
      ((V.coprod J).comp ((ContinuousLinearMap.id ℝ P).prod W)) s₀ :=
    HasFDerivAt.comp (g := fun z : P × E => F z.1 z.2) (f := fun s => (s, q s)) s₀ hd'
      ((hasFDerivAt_id s₀).prodMk hqd)
  have e : (V.coprod J).comp ((ContinuousLinearMap.id ℝ P).prod W) = W := by
    ext d
    have h : W d = V d + J (W d) := DFunLike.congr_fun hW d
    simpa using h.symm
  rw [e] at hc
  -- its residual vanishes to first order, hence so does its error
  have hr := hc.fun_sub hqd
  rw [sub_self, hasFDerivAt_iff_isLittleO_nhds_zero] at hr
  rw [hasFDerivAt_iff_isLittleO_nhds_zero]
  refine (Asymptotics.IsBigO.of_bound (1 - (K : ℝ))⁻¹
    (Filter.Eventually.of_forall fun h => ?_)).trans_isLittleO hr
  have hpos : 0 < 1 - (K : ℝ) := sub_pos.mpr (by exact_mod_cast hK)
  have b := residual_bound (hF (s₀ + h)) (hp (s₀ + h)) (q (s₀ + h))
  have e1 : p (s₀ + h) - p s₀ - W h = -(q (s₀ + h) - p (s₀ + h)) := by
    rw [hq, map_add]; abel
  have e2 : F (s₀ + h) (q (s₀ + h)) - q (s₀ + h) - (F s₀ (q s₀) - q s₀) - (0 : P →L[ℝ] E) h
      = F (s₀ + h) (q (s₀ + h)) - q (s₀ + h) := by
    rw [hq0, hp s₀]; simp
  rw [e1, e2, norm_neg, ← div_eq_inv_mul, le_div_iff₀ hpos, mul_comm]
  exact b

/-- For a real parameter `t`, with `F t` `K`-Lipschitz on a Banach space, `K < 1`, and `F` jointly
differentiable at `(t₀, p t₀)` with partial derivatives `v` and `J`, the operator `1 - J` is
invertible and the fixed points satisfy `p'(t₀) = (1 - J)⁻¹ v`. -/
theorem hasDerivAt_fixedPoint [CompleteSpace E] {K : ℝ≥0} (hK : K < 1) {F : ℝ → E → E}
    (hF : ∀ t, LipschitzWith K (F t)) {p : ℝ → E} (hp : ∀ t, F t (p t) = p t)
    {t₀ : ℝ} {v : E} {J : E →L[ℝ] E}
    (hd : HasFDerivAt (fun z : ℝ × E => F z.1 z.2)
      ((ContinuousLinearMap.toSpanSingleton ℝ v).coprod J) (t₀, p t₀)) :
    IsUnit (1 - J) ∧ HasDerivAt p (Ring.inverse (1 - J) v) t₀ := by
  obtain ⟨hu, h⟩ := hasFDerivAt_fixedPoint hK hF hp hd
  refine ⟨hu, h.hasDerivAt.congr_deriv ?_⟩
  simp [cpResponse]

/-- Z-vector formula: under the hypotheses of `hasDerivAt_fixedPoint`, let a property `g` have
gradient `l` at `p t₀`, and let `z` solve the adjoint equation `z = l + z J`. Then `g (p t)` has
derivative `z v` at `t₀`. -/
theorem zVector_formula [CompleteSpace E] {K : ℝ≥0} (hK : K < 1) {F : ℝ → E → E}
    (hF : ∀ t, LipschitzWith K (F t)) {p : ℝ → E} (hp : ∀ t, F t (p t) = p t)
    {t₀ : ℝ} {v : E} {J : E →L[ℝ] E}
    (hd : HasFDerivAt (fun z : ℝ × E => F z.1 z.2)
      ((ContinuousLinearMap.toSpanSingleton ℝ v).coprod J) (t₀, p t₀))
    {g : E → ℝ} {l z : E →L[ℝ] ℝ} (hg : HasFDerivAt g l (p t₀)) (hz : z = l + z.comp J) :
    HasDerivAt (fun t => g (p t)) (z v) t₀ := by
  obtain ⟨hu, h⟩ := hasDerivAt_fixedPoint hK hF hp hd
  have h1 : (1 - J) (Ring.inverse (1 - J) v) = v :=
    DFunLike.congr_fun (Ring.mul_inverse_cancel _ hu) v
  generalize Ring.inverse (1 - J) v = w at h h1
  change w - J w = v at h1
  have h2 : z w = l w + z (J w) := DFunLike.congr_fun hz w
  have h3 : l w = z v := by
    rw [← h1, map_sub]
    linarith
  exact (hg.comp_hasDerivAt t₀ h).congr_deriv h3

/-- The bound `K < 1` in `hasDerivAt_fixedPoint` cannot be relaxed to `K = 1`: the map
`F(t, x) = sin x + t` is jointly differentiable, 1-Lipschitz in `x` and has a fixed point for every
`t`, but no choice of fixed points `p t` is differentiable at `t = 0`. -/
theorem not_differentiable_of_lipschitz_one :
    Differentiable ℝ (fun z : ℝ × ℝ => Real.sin z.2 + z.1) ∧
    (∀ t : ℝ, LipschitzWith 1 (fun x : ℝ => Real.sin x + t)) ∧
    (∃ p : ℝ → ℝ, ∀ t, Real.sin (p t) + t = p t) ∧
    ∀ p : ℝ → ℝ, (∀ t, Real.sin (p t) + t = p t) → ¬ DifferentiableAt ℝ p 0 := by
  refine ⟨by fun_prop, fun t => ?_, ?_, fun p hp hd => ?_⟩
  · refine lipschitzWith_of_nnnorm_deriv_le (by fun_prop) fun x => ?_
    rw [((Real.hasDerivAt_sin x).add_const t).deriv]
    have h : ‖Real.cos x‖ ≤ 1 := Real.abs_cos_le_one x
    exact_mod_cast h
  · -- intermediate values of `x - sin x` on `[t - 1, t + 1]`
    have h : ∀ t : ℝ, ∃ x : ℝ, Real.sin x + t = x := by
      intro t
      have hc : ContinuousOn (fun x : ℝ => x - Real.sin x) (Set.Icc (t - 1) (t + 1)) := by
        fun_prop
      have hm : t ∈ Set.Icc (t - 1 - Real.sin (t - 1)) (t + 1 - Real.sin (t + 1)) :=
        ⟨by linarith [Real.neg_one_le_sin (t - 1)], by linarith [Real.sin_le_one (t + 1)]⟩
      obtain ⟨x, -, hx⟩ := intermediate_value_Icc (by linarith) hc hm
      have hx' : x - Real.sin x = t := hx
      exact ⟨x, by linarith⟩
    choose p hp using h
    exact ⟨p, hp⟩
  · have h0 : p 0 = 0 := by
      have h := hp 0
      rcases lt_trichotomy (p 0) 0 with hn | hz | hpos
      · have h' := Real.sin_lt (neg_pos.mpr hn)
        rw [Real.sin_neg] at h'
        linarith
      · exact hz
      · linarith [Real.sin_lt hpos]
    -- differentiating the fixed-point equation at `0` gives `p' = p' + 1`
    have h1 := hd.hasDerivAt
    have h2 : HasDerivAt (fun t => Real.sin (p t) + t)
        (Real.cos (p 0) * deriv p 0 + 1) 0 := h1.sin.fun_add (hasDerivAt_id' 0)
    rw [funext hp] at h2
    have h3 := h1.unique h2
    rw [h0, Real.cos_zero] at h3
    linarith

end

end CoupledPerturbedResponse
```

```lean
#print axioms CoupledPerturbedResponse.hasDerivAt_fixedPoint
#print axioms CoupledPerturbedResponse.zVector_formula
#print axioms CoupledPerturbedResponse.not_differentiable_of_lipschitz_one
```

```
'CoupledPerturbedResponse.hasDerivAt_fixedPoint' depends on axioms: [propext, Classical.choice, Quot.sound]
'CoupledPerturbedResponse.zVector_formula' depends on axioms: [propext, Classical.choice, Quot.sound]
'CoupledPerturbedResponse.not_differentiable_of_lipschitz_one' depends on axioms: [propext, Classical.choice, Quot.sound]
```

## From the estimates to the code

`residual_bound` is step 1 and `isUnit_one_sub_jacobian` is step 2. `cp_equation_iff` is step 3, together with uniqueness, which follows by applying the inverse to $(1-J)W=V$.

The main proof first restricts `hd` to fixed $s_0$ to obtain `hJ`. Then `generalize` forgets the formula for `W` and keeps only its equation. The chain rule `hc` differentiates $F(s,q(s))$, and subtracting `hqd` gives the residual zero derivative. `IsBigO.of_bound` carries the factor $(1-K)^{-1}$, and `trans_isLittleO` finishes step 4.

`hasDerivAt_fixedPoint` specialises this to real $t$, and `zVector_formula` adds the adjoint algebra. The last theorem uses `intermediate_value_Icc` for existence and `h1.unique h2` for the contradiction.
